# Two plane-wave determinants on a four-site ring with equal densities and different pair densities

## Orbitals, determinant and densities

Let X be a finite set of sites, and let f and g be two complex orbitals on X. Two spinless fermions in these orbitals have the wave function

Ψ(x,y) = [f(x) g(y) − g(x) f(y)] / √2.

The orbitals are orthonormal if Σ_y |f(y)|² = 1, Σ_y |g(y)|² = 1 and Σ_y f(y)* g(y) = 0, where the star denotes complex conjugation. In that case Ψ is normalized over ordered pairs of sites. The pair density P, the density ρ and the one-particle density matrix K are

P(x,y) = 2 |Ψ(x,y)|²

ρ(x) = 2 Σ_y |Ψ(x,y)|²

K(x,y) = f(x) f(y)* + g(x) g(y)*.

With these factors, for orthonormal orbitals, both ρ summed over sites and P summed over ordered pairs give 2.

The example uses a ring of four sites, x = 0, 1, 2, 3, with plane waves

φ_k(x) = i^(kx) / 2, k = 0, 1, 2, 3.

The label k is the momentum, with ħ = 1, in units of π/2 per lattice spacing. Since i⁴ = 1, only k and x modulo 4 matter.

## Equal densities, unequal pair densities

Occupying the momenta {0,1} or {0,2} gives ρ(x) = 1/2 at every site. The pair density at sites 0 and 2 is 1/4 for {0,1} and 0 for {0,2}. Hence no functional of the density returns the pair density of every two-particle plane-wave determinant on this ring.

In electronic structure, the pair density determines the expectation value of a two-body interaction that depends only on the positions of the particles; for these determinants on four sites, the density alone does not fix the pair density. This does not conflict with the Hohenberg–Kohn theorem, by which the density fixes the state, and so the pair density, among non-degenerate ground states for a fixed kinetic-energy operator and interaction; the two determinants here are not required to be such ground states.

## How the Lean statement encodes the physics

Orbitals are functions `X → ℂ`, and the ring is `ZMod 4`. The definition `slater` is the 2×2 determinant divided by √2, while `pairDensity` and `density` are computed from its squared modulus, written `normSq`. Neither density is postulated as a formula in the orbitals. The exponent in `planeWave` uses `k.val` and `x.val`, the representatives between 0 and 3.

The theorems `density_eq_sum` and `pairDensity_eq` assume `OrthonormalPair f g`. It says that the two orbitals are normalized and mutually orthogonal, so that Ψ is normalized and K is its one-particle density matrix; for plane waves of different momenta it is proved.

The theorem `same_density_different_pairDensity` contains the two uniform densities and the two pair-density values. In `no_pairDensity_functional`, the candidate `F` takes the whole density function and returns a function of two sites. It may be any map, with no continuity or locality required, but it must be the same map for all pairs `k ≠ l`.

The model has no spin, no Hamiltonian and exactly two particles. The counter-example concerns four sites; the formulas for ρ and P hold on any finite set of sites that carries an orthonormal pair.

## From the determinant to ρρ − |K|²

The factor 2 in P cancels the squared normalization 1/√2:

P(x,y) = |f(x) g(y) − g(x) f(y)|².

Expanding the square gives two direct terms and an exchange term:

P(x,y) = |f(x)|² |g(y)|² + |g(x)|² |f(y)|² − 2 Re[f(x) g(x)* f(y)* g(y)].

Now sum over y. Normalization reduces the direct terms to |f(x)|² + |g(x)|². The exchange term contains Σ_y f(y)* g(y), which vanishes. Therefore

ρ(x) = |f(x)|² + |g(x)|².

The squared modulus of K is

|K(x,y)|² = |f(x)|² |f(y)|² + |g(x)|² |g(y)|² + 2 Re[f(x) g(x)* f(y)* g(y)].

The product ρ(x)ρ(y) has four terms. Subtracting |K(x,y)|² removes the two that belong to a single orbital and leaves the expanded P:

P(x,y) = ρ(x) ρ(y) − |K(x,y)|².

## Plane waves and the two values of K(0,2)

Every plane wave has |φ_k(x)|² = 1/4, so its norm is 4 · 1/4 = 1. For k ≠ l, set w = (−i)^k i^l = i^(l−k). The overlap is

Σ_y φ_k(y)* φ_l(y) = (1 + w + w² + w³) / 4.

Here w⁴ = 1 and w ≠ 1. Since (w − 1)(1 + w + w² + w³) = w⁴ − 1 = 0, the sum vanishes. Any two different momenta are therefore orthonormal, and their density is 1/4 + 1/4 = 1/2 at every site.

Momentum k contributes φ_k(0) φ_k(2)* = (−1)^k / 4 to K(0,2). Thus

{0,1}: K(0,2) = 1/4 − 1/4 = 0, P(0,2) = 1/4 − 0 = 1/4

{0,2}: K(0,2) = 1/4 + 1/4 = 1/2, P(0,2) = 1/4 − 1/4 = 0.

If a functional F returned the pair density, equal densities would give equal outputs, and 1/4 would equal 0.

## One particle at site 0: the numbers

Put one particle at site 0 and evaluate the determinant for each position of the other. For {0,1} and y = 1 it gives

P(0,1) = |(1/2)(i/2) − (1/2)(1/2)|² = |(i − 1)/4|² = 1/8.

The remaining sites follow in the same way. For y = 0, 1, 2, 3 the values are

{0,1}: 0, 1/8, 1/4, 1/8

{0,2}: 0, 1/4, 0, 1/4.

Both rows add up to ρ(0) = 1/2. The density retains this sum and loses the distribution of the second particle.

## The density matrix is not fixed either

The same comparison applies to K. A functional of the density that returned the one-particle density matrix of each of these determinants would have to give both K(0,2) = 0 and K(0,2) = 1/2 for the uniform density 1/2.

## The complete Lean file

```lean
import Mathlib

open Complex ComplexConjugate

namespace DensityDoesNotFixPairDensity

noncomputable section

variable {X : Type*} [Fintype X]

/-- The two-particle Slater determinant of the orbitals `f` and `g`, with the prefactor `1/√2`. -/
def slater (f g : X → ℂ) (x y : X) : ℂ :=
  Matrix.det !![f x, g x; f y, g y] / ((Real.sqrt 2 : ℝ) : ℂ)

/-- The pair density of the determinant: twice its squared modulus. -/
def pairDensity (f g : X → ℂ) (x y : X) : ℝ := 2 * normSq (slater f g x y)

/-- The particle density: twice the squared modulus of the determinant, summed over the
position of the second particle. -/
def density (f g : X → ℂ) (x : X) : ℝ := 2 * ∑ y, normSq (slater f g x y)

/-- The one-particle density matrix `K(x,y)` of two occupied orbitals. -/
def kernel (f g : X → ℂ) (x y : X) : ℂ := f x * conj (f y) + g x * conj (g y)

/-- Two orbitals are normalized and mutually orthogonal. -/
def OrthonormalPair (f g : X → ℂ) : Prop :=
  ∑ y, normSq (f y) = 1 ∧ ∑ y, normSq (g y) = 1 ∧ ∑ y, conj (f y) * g y = 0

/-- The plane wave of momentum `k` on a ring of four sites, with amplitude `1/2`. -/
def planeWave (k x : ZMod 4) : ℂ := I ^ (k.val * x.val) / 2

omit [Fintype X] in
/-- The pair density is the squared modulus of the unnormalized determinant. -/
theorem pairDensity_eq_normSq (f g : X → ℂ) (x y : X) :
    pairDensity f g x y = normSq (f x * g y - g x * f y) := by
  have h2 : Real.sqrt 2 * Real.sqrt 2 = 2 := Real.mul_self_sqrt (by norm_num)
  unfold pairDensity slater
  rw [Matrix.det_fin_two_of, map_div₀, normSq_ofReal, h2]
  ring

/-- For orthonormal orbitals the density of the determinant is the sum of the
orbital densities. -/
theorem density_eq_sum (f g : X → ℂ) (h : OrthonormalPair f g) (x : X) :
    density f g x = normSq (f x) + normSq (g x) := by
  obtain ⟨hf, hg, hfg⟩ := h
  -- direct terms and exchange term, for a fixed position of the second particle
  have key : ∀ y, 2 * normSq (slater f g x y) =
      normSq (f x) * normSq (g y) + normSq (g x) * normSq (f y)
        - 2 * (f x * conj (g x) * (conj (f y) * g y)).re := by
    intro y
    have h1 := pairDensity_eq_normSq f g x y
    unfold pairDensity at h1
    rw [h1]
    simp only [normSq_apply, mul_re, mul_im, sub_re, sub_im, conj_re, conj_im]
    ring
  unfold density
  rw [Finset.mul_sum, Finset.sum_congr rfl (fun y _ => key y),
    Finset.sum_sub_distrib, Finset.sum_add_distrib, ← Finset.mul_sum, ← Finset.mul_sum,
    ← Finset.mul_sum, ← Complex.re_sum, ← Finset.mul_sum, hf, hg, hfg]
  simp

/-- For orthonormal orbitals the pair density is the product of the densities minus the
squared modulus of the one-particle density matrix. -/
theorem pairDensity_eq (f g : X → ℂ) (h : OrthonormalPair f g) (x y : X) :
    pairDensity f g x y = density f g x * density f g y - normSq (kernel f g x y) := by
  rw [pairDensity_eq_normSq, density_eq_sum f g h, density_eq_sum f g h]
  unfold kernel
  simp only [normSq_apply, mul_re, mul_im, sub_re, sub_im, add_re, add_im, conj_re, conj_im]
  ring

/-- Each plane wave has the density `1/4` at every site. -/
theorem normSq_planeWave (k x : ZMod 4) : normSq (planeWave k x) = 1 / 4 := by
  unfold planeWave
  rw [map_div₀, map_pow, normSq_I, one_pow]
  norm_num [normSq_apply]

/-- The four relative phases of two different momenta add up to zero. -/
theorem phase_sum (m n : ℕ) (hm : m < 4) (hn : n < 4) (h : m ≠ n) :
    1 + (-I) ^ m * I ^ n + ((-I) ^ m * I ^ n) ^ 2 + ((-I) ^ m * I ^ n) ^ 3 = 0 := by
  interval_cases m <;> interval_cases n <;>
    first
    | exact absurd rfl h
    | norm_num [pow_succ, Complex.ext_iff]

/-- Plane waves of different momenta on the four-site ring are orthonormal. -/
theorem planeWave_orthonormal_witness (k l : ZMod 4) (h : k ≠ l) :
    OrthonormalPair (planeWave k) (planeWave l) := by
  have norm_one : ∀ q : ZMod 4, ∑ y, normSq (planeWave q y) = 1 := by
    intro q
    rw [Finset.sum_congr rfl (fun y _ => normSq_planeWave q y), Finset.sum_const,
      Finset.card_univ, ZMod.card]
    norm_num
  refine ⟨norm_one k, norm_one l, ?_⟩
  -- the overlap is a geometric sum of relative phases
  have term : ∀ y : ZMod 4, conj (planeWave k y) * planeWave l y =
      ((-I) ^ k.val * I ^ l.val) ^ y.val / 4 := by
    intro y
    unfold planeWave
    rw [map_div₀, map_pow, conj_I, map_ofNat, mul_pow, ← pow_mul, ← pow_mul]
    ring
  have expand : ∀ w : ℂ, ∑ y : ZMod 4, w ^ y.val / 4 =
      w ^ 0 / 4 + w ^ 1 / 4 + w ^ 2 / 4 + w ^ 3 / 4 :=
    fun w => Fin.sum_univ_four (fun y : Fin 4 => w ^ (y : ℕ) / 4)
  have hp := phase_sum k.val l.val (ZMod.val_lt k) (ZMod.val_lt l)
    (fun e => h (ZMod.val_injective 4 e))
  rw [Finset.sum_congr rfl (fun y _ => term y), expand]
  linear_combination hp / 4

/-- Any two different occupied momenta give the uniform density `1/2`. -/
theorem density_planeWave (k l : ZMod 4) (h : k ≠ l) (x : ZMod 4) :
    density (planeWave k) (planeWave l) x = 1 / 2 := by
  rw [density_eq_sum _ _ (planeWave_orthonormal_witness k l h),
    normSq_planeWave, normSq_planeWave]
  norm_num

/-- Occupying the momenta `{0,1}` or `{0,2}` gives the same density `1/2` at every site, while the
pair density at sites `0` and `2` is `1/4` in the first case and `0` in the second. -/
theorem same_density_different_pairDensity :
    (∀ x, density (planeWave 0) (planeWave 1) x = 1 / 2) ∧
    (∀ x, density (planeWave 0) (planeWave 2) x = 1 / 2) ∧
    pairDensity (planeWave 0) (planeWave 1) 0 2 = 1 / 4 ∧
    pairDensity (planeWave 0) (planeWave 2) 0 2 = 0 := by
  have h01 : (0 : ZMod 4) ≠ 1 := by decide
  have h02 : (0 : ZMod 4) ≠ 2 := by decide
  have v0 : (0 : ZMod 4).val = 0 := rfl
  have v1 : (1 : ZMod 4).val = 1 := rfl
  have v2 : (2 : ZMod 4).val = 2 := rfl
  have I4 : I ^ 4 = 1 := by linear_combination (I ^ 2 - 1) * I_sq
  -- the two contributions to K(0,2) cancel for {0,1} and add for {0,2}
  have K1 : kernel (planeWave 0) (planeWave 1) 0 2 = ((0 : ℝ) : ℂ) := by
    unfold kernel planeWave
    rw [v0, v1, v2]
    norm_num [I_sq]
  have K2 : kernel (planeWave 0) (planeWave 2) 0 2 = ((1 / 2 : ℝ) : ℂ) := by
    unfold kernel planeWave
    have c2 : conj (2 : ℂ) = 2 := map_ofNat (starRingEnd ℂ) 2
    rw [v0, v2]
    simp only [map_div₀, c2]
    norm_num [I4]
  refine ⟨density_planeWave 0 1 h01, density_planeWave 0 2 h02, ?_, ?_⟩
  · rw [pairDensity_eq _ _ (planeWave_orthonormal_witness 0 1 h01), K1, normSq_ofReal,
      density_planeWave 0 1 h01, density_planeWave 0 1 h01]
    norm_num
  · rw [pairDensity_eq _ _ (planeWave_orthonormal_witness 0 2 h02), K2, normSq_ofReal,
      density_planeWave 0 2 h02, density_planeWave 0 2 h02]
    norm_num

/-- No functional of the density returns the pair density of every two-particle
plane-wave determinant on the four-site ring. -/
theorem no_pairDensity_functional :
    ¬ ∃ F : (ZMod 4 → ℝ) → ZMod 4 → ZMod 4 → ℝ, ∀ k l : ZMod 4, k ≠ l →
      pairDensity (planeWave k) (planeWave l) =
        F (density (planeWave k) (planeWave l)) := by
  rintro ⟨F, hF⟩
  obtain ⟨d1, d2, p1, p2⟩ := same_density_different_pairDensity
  have hd : density (planeWave 0) (planeWave 1) = density (planeWave 0) (planeWave 2) :=
    funext fun x => (d1 x).trans (d2 x).symm
  have e1 := hF 0 1 (by decide)
  have e2 := hF 0 2 (by decide)
  -- equal densities would force equal pair densities
  have e := congrFun (congrFun (e1.trans ((congrArg F hd).trans e2.symm)) 0) 2
  rw [p1, p2] at e
  norm_num at e

end

end DensityDoesNotFixPairDensity
```

```lean
#print axioms DensityDoesNotFixPairDensity.no_pairDensity_functional
-- 'DensityDoesNotFixPairDensity.no_pairDensity_functional' depends on axioms: [propext, Classical.choice, Quot.sound]
```

## How the proof follows the calculation

**General orbitals.** `pairDensity_eq_normSq` evaluates the 2×2 determinant and cancels the factor 2 against the square of √2. In `density_eq_sum`, the intermediate statement `key` is the expansion into direct and exchange terms for fixed y. It is checked by writing everything in real and imaginary parts and calling `ring`. The rewriting that follows distributes the sum over y and inserts the three orthonormality conditions. `pairDensity_eq` then replaces the densities by orbital sums and verifies the identity with K, again in real and imaginary parts.

**Plane waves.** `normSq_planeWave` gives the value 1/4 at each site. `phase_sum` proves that the four phases cancel, but by a different route from the factorization above: `interval_cases` lists all values of the two exponents below 4, the equal ones are excluded by hypothesis, and `norm_num` evaluates the rest. `planeWave_orthonormal_witness` writes the overlap as the sum of powers of w divided by 4 and applies that result. `density_planeWave` combines these facts to obtain 1/2 for any two different momenta.

**The comparison.** Inside `same_density_different_pairDensity`, the statements `K1` and `K2` are the values 0 and 1/2 of K(0,2). Each is inserted into `pairDensity_eq` together with the uniform density, leaving the arithmetic of 1/4 − 0 and 1/4 − 1/4.

**The missing functional.** In `no_pairDensity_functional`, `hd` turns equality of the densities at every site into equality of the two density functions. Applying `F` to both sides forces the pair densities to agree; `congrFun` evaluates them at sites 0 and 2, and `norm_num` rejects 1/4 = 0.
